# For a self-consistent density at fixed electron number, the core-correction force is the exchange-correlation potential times the core-density gradient, summed over the grid

A pseudopotential removes the core electrons from the calculation, but exchange and correlation are nonlinear in the density, so the core still matters wherever it overlaps the valence density. The nonlinear core correction therefore evaluates the exchange-correlation energy at the sum of the valence density and a fixed core density attached to the ion. When the ion moves, the core density moves with it and the valence density relaxes. Which of these changes contributes to the force?

Let the ion sit at $R$, let $x_i$ be the points of a finite grid, and let $n_i(R)$ be the valence density at $x_i$. The core density $c$ is a function of position relative to the ion, and $e(t)$ is the exchange-correlation energy of one grid point at density $t$. All other energy terms are collected in $F(R,n)$. The energy is

$$E(R)=F(R,n(R))+\sum_i e\bigl(n_i(R)+c(x_i-R)\bigr).$$

Write $v_i=e'(n_i(R_0)+c(x_i-R_0))$ for the exchange-correlation potential at the total density. Suppose that the functions are differentiable where needed, that $\sum_i n_i(R)=N$ for every $R$, and that $\partial F/\partial n_i+v_i=\mu$ at every grid point when $R=R_0$. Then the force along a displacement $u$ is

$$-E'(R_0)u=-\partial_RF\,u+\sum_i v_i\,c'(x_i-R_0)u.$$

In one dimension, with $F$ depending on the density only, this becomes $-E'(R_0)=\sum_i v_i\,c'(x_i-R_0)$.

## A force term that needs no density response

A density-functional code with this correction can add the core term to its other ionic forces without computing how the valence density responds to the displacement. For the finite-grid, local-functional model treated here, the formula is exactly minus the derivative of the discretised energy, so it can be compared with finite differences of that same energy after the density has been reconverged at each displaced position.

Three details matter in an implementation. The potential is evaluated at valence plus core density. The gradient must belong to the same function $c$ that enters the energy, including any smoothing or interpolation. On a uniform grid with quadrature weight $w$, the weight is part of $e$ and of $F$, so $v_i$ and $\mu$ are $w$ times the usual potential and chemical potential, and the constant $N=\sum_i n_i$ is the electron number divided by $w$.

## Differentiating the energy along a displacement

Let $n_i'u$ be the first-order change of $n_i$ at $R_0$ when the ion is displaced by $u$, and write $c_i'u=c'(x_i-R_0)u$. The first energy term depends on $R$ both directly and through the density:

$$\partial_RF\,u+\sum_i\frac{\partial F}{\partial n_i}\,n_i'u.$$

In the second term, the argument $x_i-R$ changes by $-u$, so the core density at the grid point changes by $-c_i'u$. The chain rule gives

$$\sum_i v_i\,(n_i'u-c_i'u).$$

Adding the two and changing the sign yields

$$-E'(R_0)u=-\partial_RF\,u+\sum_i v_i\,c_i'u-\sum_i\left(\frac{\partial F}{\partial n_i}+v_i\right)n_i'u.$$

This holds for any differentiable density $n(R)$, self-consistent or not. The last sum is the work of the local potential on the density response. Differentiating $\sum_i n_i(R)=N$ gives $\sum_i n_i'u=0$. If the bracket equals $\mu$ at every point, the last sum is $\mu\sum_i n_i'u=0$, and the stated force remains.

The uniform-potential condition is the stationarity of the energy under density changes that conserve the electron number, with the ion held fixed. Let $g_i$ be a potential on the grid. If $g_i=\mu$ everywhere and $\sum_i\delta_i=0$, then $\sum_i g_i\delta_i=0$. Conversely, if this work vanishes for every such $\delta$, moving one electron from point $j$ to point $i$ gives $g_i-g_j=0$, so the potential is uniform.

## The Lean file

```lean
import Mathlib

open Finset

namespace NonlinearCoreCorrection

noncomputable section

variable {ι V : Type*} [Fintype ι] [NormedAddCommGroup V] [NormedSpace ℝ V]

/-- Energy of an ion at `R`: a functional `F` of the ion position and the valence density `n R`,
plus the exchange-correlation energy `e` of valence plus rigid core density on the grid `x`. -/
def totalEnergy (F : V × (ι → ℝ) → ℝ) (e : ℝ → ℝ) (c : V → ℝ) (x : ι → V)
    (n : V → ι → ℝ) (R : V) : ℝ :=
  F (R, n R) + ∑ i, e (n R i + c (x i - R))

/-- The force along the displacement `v`: minus the derivative of the energy `E` at `R`,
for `E` differentiable at `R`. -/
def force (E : V → ℝ) (R v : V) : ℝ := -(fderiv ℝ E R v)

/-- A potential on the grid is uniform exactly when it does no first-order work on any density
change that conserves the number of electrons. -/
theorem uniform_iff_no_work (g : ι → ℝ) :
    (∃ μ, ∀ i, g i = μ) ↔ ∀ δ : ι → ℝ, ∑ i, δ i = 0 → ∑ i, g i * δ i = 0 := by
  classical
  constructor
  · rintro ⟨μ, hμ⟩ δ hδ
    simp only [hμ]
    rw [← Finset.mul_sum, hδ, mul_zero]
  · intro h
    rcases isEmpty_or_nonempty ι with hι | ⟨⟨j⟩⟩
    · exact ⟨0, fun i => (hι.false i).elim⟩
    · refine ⟨g j, fun i => ?_⟩
      -- move one electron from point j to point i
      have hw := h (fun k => (if k = i then 1 else 0) - (if k = j then 1 else 0))
        (by simp [Finset.sum_sub_distrib])
      simp only [mul_sub, Finset.sum_sub_distrib, mul_ite, mul_one, mul_zero,
        Finset.sum_ite_eq', Finset.mem_univ, if_true] at hw
      linarith

/-- If the number of valence electrons does not depend on the ion position, the first-order
density response to any displacement sums to zero over the grid. -/
theorem response_sum_zero {n : V → ι → ℝ} {n' : V →L[ℝ] (ι → ℝ)} {R₀ : V} {N : ℝ}
    (hn : HasFDerivAt n n' R₀) (hN : ∀ R, ∑ i, n R i = N) (v : V) :
    ∑ i, n' v i = 0 := by
  have h : HasFDerivAt (fun R => ∑ i, n R i)
      (∑ i, (ContinuousLinearMap.proj i : (ι → ℝ) →L[ℝ] ℝ).comp n') R₀ :=
    HasFDerivAt.fun_sum fun i _ => hasFDerivAt_pi'.1 hn i
  simp only [hN] at h
  have h0 := congrArg (fun L : V →L[ℝ] ℝ => L v) (h.unique (hasFDerivAt_const N R₀))
  simpa [_root_.sum_apply] using h0

/-- Chain rule for the energy: the valence density responds to the displacement of the ion,
while the core density is carried along rigidly. -/
theorem hasFDerivAt_totalEnergy {F : V × (ι → ℝ) → ℝ} {F' : V × (ι → ℝ) →L[ℝ] ℝ}
    {e : ℝ → ℝ} {c : V → ℝ} {x : ι → V} {n : V → ι → ℝ} {n' : V →L[ℝ] (ι → ℝ)}
    {vxc : ι → ℝ} {c' : ι → V →L[ℝ] ℝ} {R₀ : V}
    (hF : HasFDerivAt F F' (R₀, n R₀)) (hn : HasFDerivAt n n' R₀)
    (he : ∀ i, HasDerivAt e (vxc i) (n R₀ i + c (x i - R₀)))
    (hc : ∀ i, HasFDerivAt c (c' i) (x i - R₀)) :
    HasFDerivAt (totalEnergy F e c x n)
      (F'.comp ((ContinuousLinearMap.id ℝ V).prod n') +
        ∑ i, vxc i • ((ContinuousLinearMap.proj i : (ι → ℝ) →L[ℝ] ℝ).comp n' + -c' i)) R₀ := by
  have h1 : HasFDerivAt (fun R => F (R, n R))
      (F'.comp ((ContinuousLinearMap.id ℝ V).prod n')) R₀ :=
    HasFDerivAt.comp R₀ hF ((hasFDerivAt_id R₀).prodMk hn)
  have h2 : ∀ i, HasFDerivAt (fun R => e (n R i + c (x i - R)))
      (vxc i • ((ContinuousLinearMap.proj i : (ι → ℝ) →L[ℝ] ℝ).comp n' + -c' i)) R₀ := by
    intro i
    have hx : HasFDerivAt (fun R => x i - R) (-(ContinuousLinearMap.id ℝ V)) R₀ :=
      (hasFDerivAt_id R₀).const_sub (x i)
    -- the core moves with the ion, hence the minus sign
    have hci : HasFDerivAt (fun R => c (x i - R))
        ((c' i).comp (-(ContinuousLinearMap.id ℝ V))) R₀ := HasFDerivAt.comp R₀ (hc i) hx
    rw [show (c' i).comp (-(ContinuousLinearMap.id ℝ V)) = -c' i from
      ContinuousLinearMap.ext fun v => by simp] at hci
    have hs : HasFDerivAt (fun R => n R i + c (x i - R))
        ((ContinuousLinearMap.proj i : (ι → ℝ) →L[ℝ] ℝ).comp n' + -c' i) R₀ :=
      (hasFDerivAt_pi'.1 hn i).add hci
    exact HasDerivAt.comp_hasFDerivAt R₀ (he i) hs
  exact h1.add (HasFDerivAt.fun_sum fun i _ => h2 i)

/-- For differentiable `F`, `e` and `c` and a differentiable density that need not be
self-consistent, the force is the explicit force plus the core-correction force, minus the work of
the local potential on the density response. -/
theorem force_with_residual [DecidableEq ι]
    {F : V × (ι → ℝ) → ℝ} {F' : V × (ι → ℝ) →L[ℝ] ℝ}
    {e : ℝ → ℝ} {c : V → ℝ} {x : ι → V} {n : V → ι → ℝ} {n' : V →L[ℝ] (ι → ℝ)}
    {vxc : ι → ℝ} {c' : ι → V →L[ℝ] ℝ} {R₀ : V}
    (hF : HasFDerivAt F F' (R₀, n R₀)) (hn : HasFDerivAt n n' R₀)
    (he : ∀ i, HasDerivAt e (vxc i) (n R₀ i + c (x i - R₀)))
    (hc : ∀ i, HasFDerivAt c (c' i) (x i - R₀)) (v : V) :
    force (totalEnergy F e c x n) R₀ v = -F' (v, 0) + ∑ i, vxc i * c' i v
      - ∑ i, (F' (0, Pi.single i 1) + vxc i) * n' v i := by
  -- expand the density response in unit changes at the grid points
  have hw : ((v, n' v) : V × (ι → ℝ)) =
      (v, 0) + ∑ i, n' v i • ((0, Pi.single i 1) : V × (ι → ℝ)) := by
    refine Prod.ext ?_ ?_
    · simp [Prod.fst_sum]
    · ext j
      simp [Prod.snd_sum, Finset.sum_apply, Pi.single_apply]
  have hlin : F' (v, n' v) = F' (v, 0) + ∑ i, F' (0, Pi.single i 1) * n' v i := by
    rw [hw, map_add, map_sum]
    congr 1
    exact Finset.sum_congr rfl fun i _ => by rw [map_smul, smul_eq_mul, mul_comm]
  have hval : (F'.comp ((ContinuousLinearMap.id ℝ V).prod n') +
      ∑ i, vxc i • ((ContinuousLinearMap.proj i : (ι → ℝ) →L[ℝ] ℝ).comp n' + -c' i)) v
      = F' (v, n' v) + ∑ i, vxc i * (n' v i + -c' i v) := by
    simp [_root_.sum_apply, mul_add]
  unfold force
  rw [(hasFDerivAt_totalEnergy hF hn he hc).fderiv, hval, hlin]
  simp only [mul_add, add_mul, mul_neg, Finset.sum_add_distrib, Finset.sum_neg_distrib]
  ring

/-- Force with nonlinear core correction: for differentiable `F`, `e`, `c` and valence density, at
fixed electron number and uniform chemical potential `μ`, the energy is differentiable and the force
is the explicit force plus the grid sum of the exchange-correlation potential times the core
gradient. -/
theorem core_correction_force [DecidableEq ι]
    {F : V × (ι → ℝ) → ℝ} {F' : V × (ι → ℝ) →L[ℝ] ℝ}
    {e : ℝ → ℝ} {c : V → ℝ} {x : ι → V} {n : V → ι → ℝ}
    {vxc : ι → ℝ} {c' : ι → V →L[ℝ] ℝ} {R₀ : V} {N μ : ℝ}
    (hF : HasFDerivAt F F' (R₀, n R₀)) (hn : DifferentiableAt ℝ n R₀)
    (he : ∀ i, HasDerivAt e (vxc i) (n R₀ i + c (x i - R₀)))
    (hc : ∀ i, HasFDerivAt c (c' i) (x i - R₀))
    (hN : ∀ R, ∑ i, n R i = N) (hμ : ∀ i, F' (0, Pi.single i 1) + vxc i = μ) :
    DifferentiableAt ℝ (totalEnergy F e c x n) R₀ ∧
      ∀ v, force (totalEnergy F e c x n) R₀ v = -F' (v, 0) + ∑ i, vxc i * c' i v := by
  refine ⟨(hasFDerivAt_totalEnergy hF hn.hasFDerivAt he hc).differentiableAt, fun v => ?_⟩
  -- a uniform potential does no work on the number-conserving response
  rw [force_with_residual hF hn.hasFDerivAt he hc v,
    (uniform_iff_no_work _).1 ⟨μ, hμ⟩ _ (response_sum_zero hn.hasFDerivAt hN v), sub_zero]

/-- In one dimension, with `F` depending on the density only, differentiable `F`, `e`, `c` and
valence density, fixed electron number and uniform chemical potential, the energy is differentiable
and the force is the sum of `vxc` times the slope of the core density. -/
theorem core_correction_force_line [DecidableEq ι]
    {F : (ι → ℝ) → ℝ} {F' : (ι → ℝ) →L[ℝ] ℝ} {e c : ℝ → ℝ} {x : ι → ℝ} {n : ℝ → ι → ℝ}
    {vxc c' : ι → ℝ} {R₀ N μ : ℝ}
    (hF : HasFDerivAt F F' (n R₀)) (hn : DifferentiableAt ℝ n R₀)
    (he : ∀ i, HasDerivAt e (vxc i) (n R₀ i + c (x i - R₀)))
    (hc : ∀ i, HasDerivAt c (c' i) (x i - R₀))
    (hN : ∀ R, ∑ i, n R i = N) (hμ : ∀ i, F' (Pi.single i 1) + vxc i = μ) :
    DifferentiableAt ℝ (fun R => F (n R) + ∑ i, e (n R i + c (x i - R))) R₀ ∧
      -deriv (fun R => F (n R) + ∑ i, e (n R i + c (x i - R))) R₀ = ∑ i, vxc i * c' i := by
  have hF2 : HasFDerivAt (fun p : ℝ × (ι → ℝ) => F p.2)
      (F'.comp (ContinuousLinearMap.snd ℝ ℝ (ι → ℝ))) (R₀, n R₀) :=
    HasFDerivAt.comp (f := Prod.snd) (g := F) (R₀, n R₀) hF hasFDerivAt_snd
  have h := core_correction_force hF2 hn he (fun i => (hc i).hasFDerivAt) hN hμ
  exact ⟨h.1, (h.2 1).trans (by simp)⟩

/-- Valence density with `N` electrons on two grid points, shifted away from the point
where the core density is larger. -/
def pairDensity (N : ℝ) (c : ℝ → ℝ) (x : Fin 2 → ℝ) (R : ℝ) : Fin 2 → ℝ :=
  ![N / 2 - (c (x 0 - R) - c (x 1 - R)) / 4, N / 2 + (c (x 0 - R) - c (x 1 - R)) / 4]

/-- For every differentiable core density, `pairDensity` with `F(m) = ∑ mᵢ²/2` and `e(t) = t²/2`
is differentiable, conserves the electron number and has a uniform chemical potential. -/
theorem pairDensity_witness (N : ℝ) {c : ℝ → ℝ} (hc : Differentiable ℝ c)
    (x : Fin 2 → ℝ) (R₀ : ℝ) :
    let n := pairDensity N c x
    let F' : (Fin 2 → ℝ) →L[ℝ] ℝ := ∑ i, n R₀ i • ContinuousLinearMap.proj i
    DifferentiableAt ℝ n R₀ ∧ (∀ R, ∑ i, n R i = N) ∧
      HasFDerivAt (fun m : Fin 2 → ℝ => ∑ i, m i ^ 2 / 2) F' (n R₀) ∧
      (∀ t : ℝ, HasDerivAt (fun s : ℝ => s ^ 2 / 2) t t) ∧
      ∀ i, F' (Pi.single i 1) + (n R₀ i + c (x i - R₀))
        = N + (c (x 0 - R₀) + c (x 1 - R₀)) / 2 := by
  intro n F'
  have ht : ∀ t : ℝ, HasDerivAt (fun s : ℝ => s ^ 2 / 2) t t := fun t =>
    ((hasDerivAt_pow 2 t).div_const 2).congr_deriv (by norm_num)
  have hq : ∀ m : Fin 2 → ℝ, HasFDerivAt (fun m : Fin 2 → ℝ => ∑ i, m i ^ 2 / 2)
      (∑ i, m i • (ContinuousLinearMap.proj i : (Fin 2 → ℝ) →L[ℝ] ℝ)) m := fun m =>
    HasFDerivAt.fun_sum fun i _ => by
      have hp : HasFDerivAt (fun m : Fin 2 → ℝ => m i)
          (ContinuousLinearMap.proj i : (Fin 2 → ℝ) →L[ℝ] ℝ) m := hasFDerivAt_apply i m
      have hcomp := HasDerivAt.comp_hasFDerivAt m (ht (m i)) hp
      exact hcomp
  have h : ∀ a : ℝ, Differentiable ℝ (fun R => c (a - R)) := fun a =>
    hc.comp (differentiable_id.const_sub a)
  have hd := ((h (x 0)).sub (h (x 1))).div_const 4
  refine ⟨differentiableAt_pi.2 fun i => ?_, fun R => ?_, hq (n R₀), ht, fun i => ?_⟩
  · fin_cases i
    · exact (hd.const_sub (N / 2)) R₀
    · exact (hd.const_add (N / 2)) R₀
  · simp only [n, pairDensity, Fin.sum_univ_two, Matrix.cons_val_zero, Matrix.cons_val_one]
    ring
  · fin_cases i <;> simp [F', n, pairDensity, Fin.sum_univ_two] <;> ring

end

end NonlinearCoreCorrection
```

```lean
#print axioms NonlinearCoreCorrection.core_correction_force
-- 'NonlinearCoreCorrection.core_correction_force' depends on axioms: [propext, Classical.choice, Quot.sound]
#print axioms NonlinearCoreCorrection.core_correction_force_line
-- 'NonlinearCoreCorrection.core_correction_force_line' depends on axioms: [propext, Classical.choice, Quot.sound]
```

## Reading the Lean statements as physics

The ion position lives in a real normed space `V`, and the finite type `ι` labels the grid points. `totalEnergy F e c x n R` is $E(R)$. `force` is minus the Fréchet derivative applied to a displacement; for a unit vector in Euclidean space it is the force component in that direction.

In `core_correction_force`, `F'` is the derivative of `F` with respect to position and density together. Thus `F' (v, 0)` is the explicit position derivative along the displacement `v`, called $u$ above, and `F' (0, Pi.single i 1)` is $\partial F/\partial n_i$. The numbers `vxc i` are the potentials $v_i$, and `c' i` is the core derivative at `x i - R₀`.

The hypothesis `hN` fixes the electron number for all ion positions, as in a closed system. The hypothesis `hμ` says that the density at `R₀` is stationary, with `μ` as the chemical potential. The conclusion includes differentiability of the energy, which matters because `fderiv` returns zero for a function that is not differentiable.

`core_correction_force_line` states the one-dimensional formula with the ordinary derivative `deriv` and an `F` that has no explicit position dependence.

## From the chain rule to the force

`hasFDerivAt_totalEnergy` is the chain rule. It differentiates `F (R, n R)` and each exchange-correlation term separately, with the minus sign of the moving core, and adds the results.

`force_with_residual` writes the density response as a sum of unit changes at the grid points. Linearity of `F'` then produces the partial derivatives $\partial F/\partial n_i$, and `ring` collects the three parts of the force.

`response_sum_zero` differentiates the electron count in two ways, as a sum over grid points and as a constant; uniqueness of the derivative makes the summed response zero. `uniform_iff_no_work` proves both directions of the equivalence between a uniform potential and vanishing work. `core_correction_force` uses the forward direction to remove the residual term. The one-dimensional theorem follows by regarding `F` as a function of position and density that ignores the position, and taking the displacement to be 1.

`pairDensity_witness` supplies a two-point model with $F(m)=\sum_i m_i^2/2$ and $e(t)=t^2/2$. For any differentiable core density, its valence density is differentiable, contains $N$ electrons and has the uniform chemical potential $N+(c_0+c_1)/2$, where $c_i=c(x_i-R_0)$. The assumptions of the force theorem are therefore consistent, though these quadratic energies are not a realistic functional, and the density at $R_0$ is non-negative at both points only when $|c_0-c_1|\le 2N$.

## Where the model applies

The theorem assumes a stationary density that depends differentiably on the ion position; it does not show that such a density exists or that a self-consistency cycle finds it. The residual formula describes a specified differentiable density $n(R)$. Its last sum is the difference between the force formula evaluated at that density and $-E'(R_0)u$ along the same $n(R)$. This is not in general the error relative to the self-consistent force: if the density is held fixed while the ion moves, the sum is zero, but the density, and with it the force, can still be wrong.

The remaining energy must be a differentiable functional of the ion position and the grid density. Orbitals and their orthonormality constraints do not appear, so an orbital-based calculation is covered only insofar as its energy can be put in this form. The exchange-correlation term is local and unpolarised: $e$ sees one total density at one grid point, without density gradients or separate spin channels.

Only one core density appears in the model; in a system with several, the exchange-correlation energy and potential are evaluated at the valence density plus all of them. The core density is rigid and the grid stays fixed while the ion moves. The formula therefore contains no core relaxation and no force from moving grid points. It is an identity for the finite sum and gives no bound on the difference from a continuum calculation.
